# A two-exponent trial function for the hydride ion with energy below −0.51 hartree

To show that H⁻ is stable against losing an electron, it is enough, by the variational principle, to find one trial function whose energy expectation value lies below the energy \(-\tfrac12\) hartree of a hydrogen atom and a distant electron at rest; a trial function that stays above this value decides nothing. In the non-relativistic model with a fixed point nucleus, the function \(e^{-r-s/4}+e^{-r/4-s}\) of the two electron–nucleus distances \(r,s\) passes this test, with a quotient of about \(-0.5122\).

## The radial model

In atomic units, with nuclear charge \(Z\), let \(\psi(r,s)\) be real and independent of angles. The angular average of the repulsion \(1/r_{12}\), with \(r_{12}\) the interelectronic distance, is \(1/\max(r,s)\), and the factor \((4\pi)^2\) cancels between numerator and denominator. With \(\psi_r,\psi_s\) the partial derivatives,
\[
E_Z[\psi]=\frac{H}{N},\qquad N=\iint r^2s^2\psi^2\,dr\,ds,
\]
\[
H=\iint r^2s^2\Big[\tfrac12(\psi_r^2+\psi_s^2)+\Big(-\frac Zr-\frac Zs+\frac1{\max(r,s)}\Big)\psi^2\Big]dr\,ds,
\]
both over \(r,s>0\). This open `quadrant` carries Lebesgue measure, and for a point `p` the coordinates `p.1` and `p.2` are \(r\) and \(s\). Lean gives the value zero to the integral of a non-integrable function and to a division by zero, so `IntegratesTo f v` keeps integrability together with the value, and the main theorem states \(N>0\).

```lean
import Mathlib

open MeasureTheory Set Real

namespace HydrideVariational

noncomputable section

/-- The positive quadrant of the two electron-nucleus distances `(r, s)`. -/
def quadrant : Set (ℝ × ℝ) := Ioi 0 ×ˢ Ioi 0

/-- `f` is integrable on the quadrant and its integral is `v`. -/
def IntegratesTo (f : ℝ × ℝ → ℝ) (v : ℝ) : Prop :=
  IntegrableOn f quadrant ∧ ∫ p in quadrant, f p = v
```

The integrands of \(N\) and \(H\) are `normDensity` and `energyDensity`, with the kinetic energy in gradient form through `deriv`. The function \(\psi\) stays unnormalised: `energy` is the expectation value in the normalised state \(\psi/(4\pi\sqrt N)\). The angular reduction is built into these definitions and is not derived. A model on \(\mathbb R^3\times\mathbb R^3\) with \(1/r_{12}\) itself would assign the same number to these trial functions, but it would need the angular average as a further lemma, and it would also admit functions depending on \(r_{12}\), for which the radial formula no longer applies.

```lean
/-- Radial density `r² s² ψ²`. -/
def normDensity (ψ : ℝ → ℝ → ℝ) (p : ℝ × ℝ) : ℝ := p.1 ^ 2 * p.2 ^ 2 * ψ p.1 p.2 ^ 2

/-- Radial energy density for nuclear charge `Z`, with repulsion `1 / max r s`. -/
def energyDensity (Z : ℝ) (ψ : ℝ → ℝ → ℝ) (p : ℝ × ℝ) : ℝ :=
  p.1 ^ 2 * p.2 ^ 2 *
    ((deriv (fun r => ψ r p.2) p.1 ^ 2 + deriv (fun s => ψ p.1 s) p.2 ^ 2) / 2
      + (-Z / p.1 - Z / p.2 + 1 / max p.1 p.2) * ψ p.1 p.2 ^ 2)

/-- Two-electron Rayleigh quotient. -/
def energy (Z : ℝ) (ψ : ℝ → ℝ → ℝ) : ℝ :=
  (∫ p in quadrant, energyDensity Z ψ p) / ∫ p in quadrant, normDensity ψ p
```

The reference energy is the one-electron quotient of a radial function \(\varphi\),
\[
\varepsilon_Z[\varphi]=\frac{\int_0^\infty r^2\big(\tfrac12\varphi'^2-\frac Zr\varphi^2\big)dr}{\int_0^\infty r^2\varphi^2\,dr}.
\]

```lean
/-- One-electron radial Rayleigh quotient for nuclear charge `Z`. -/
def atomEnergy (Z : ℝ) (φ : ℝ → ℝ) : ℝ :=
  (∫ r in Ioi (0 : ℝ), r ^ 2 * (deriv φ r ^ 2 / 2 - Z / r * φ r ^ 2)) /
    ∫ r in Ioi (0 : ℝ), r ^ 2 * φ r ^ 2
```

For exponents \(a,b>0\) the trial family is \(\psi_{ab}=A+B\) with \(A=e^{-ar-bs}\) and \(B=e^{-br-as}\). It is symmetric under exchange of the electrons, as the spatial part of a spin singlet must be. The hydride function has \(a=1\), \(b=\tfrac14\): one electron in a hydrogen 1s orbital, the other in a diffuse one.

```lean
/-- The orbital `exp (-a r)`. -/
def orbital (a r : ℝ) : ℝ := exp (-(a * r))

/-- Symmetrised product of two orbitals with exponents `a` and `b`. -/
def trial (a b r s : ℝ) : ℝ := orbital a r * orbital b s + orbital b r * orbital a s

/-- The trial function `exp (-r - s/4) + exp (-r/4 - s)`. -/
def hydrideTrial (r s : ℝ) : ℝ := exp (-r - s / 4) + exp (-r / 4 - s)
```

## Moments

For a natural number \(n\) and \(c>0\), the substitution \(t=cr\) turns the radial moment into a Gamma integral:
\[
\int_0^\infty r^ne^{-cr}dr=\frac{\Gamma(n+1)}{c^{n+1}}=\frac{n!}{c^{n+1}}.
\]
The proof takes the Gamma integral from `integral_rpow_mul_exp_neg_mul_Ioi` and integrability from `Integrable.of_integral_ne_zero`.

```lean
variable {α β a b u v : ℝ} {f g : ℝ × ℝ → ℝ}

/-- Radial moments: `∫ rⁿ exp (-c r) dr = n! / cⁿ⁺¹`. -/
theorem moment (n : ℕ) {c : ℝ} (hc : 0 < c) :
    IntegrableOn (fun r : ℝ => r ^ n * exp (-(c * r))) (Ioi 0) ∧
    ∫ r in Ioi (0 : ℝ), r ^ n * exp (-(c * r)) = n.factorial / c ^ (n + 1) := by
  have h := integral_rpow_mul_exp_neg_mul_Ioi (show (0 : ℝ) < n + 1 by positivity) hc
  have e : (1 / c) ^ ((n : ℝ) + 1) = (1 / c) ^ (n + 1) := by
    rw [← rpow_natCast, Nat.cast_add_one]
  simp only [add_sub_cancel_right, rpow_natCast, Gamma_nat_eq_factorial, e] at h
  refine ⟨Integrable.of_integral_ne_zero (by rw [h]; positivity), ?_⟩
  rw [h, div_pow, one_pow]; ring
```

Two rules assemble integrals on the quadrant. If \(f,g\) integrate to \(u,v\), then \(f+cg\) integrates to \(u+cv\) for any real \(c\); and an integrand may be replaced by one that agrees with it for \(r,s>0\).

```lean
/-- Linearity of integrals over the quadrant. -/
theorem IntegratesTo.add_mul (hf : IntegratesTo f u) (hg : IntegratesTo g v) (c : ℝ) :
    IntegratesTo (fun p => f p + c * g p) (u + c * v) :=
  ⟨Integrable.add hf.1 (Integrable.const_mul hg.1 c), by
    rw [integral_add hf.1 (Integrable.const_mul hg.1 c), integral_const_mul, hf.2, hg.2]⟩

/-- Functions that agree for positive radii have the same integral. -/
theorem IntegratesTo.congr (hf : IntegratesTo f u)
    (h : ∀ r s, 0 < r → 0 < s → g (r, s) = f (r, s)) (hv : v = u) : IntegratesTo g v := by
  have hm : MeasurableSet quadrant := measurableSet_Ioi.prod measurableSet_Ioi
  have e : EqOn g f quadrant := fun p hp => h p.1 p.2 hp.1 hp.2
  exact ⟨hf.1.congr_fun e.symm hm, (setIntegral_congr_fun hm e).trans (hf.2.trans hv.symm)⟩
```

For natural numbers \(m,n\) and \(\alpha,\beta>0\) a product integrand factorises, because the measure on the quadrant is the product of two half-line measures:
\[
\iint r^me^{-\alpha r}s^ne^{-\beta s}\,dr\,ds=\frac{m!}{\alpha^{m+1}}\frac{n!}{\beta^{n+1}}.
\]

```lean
/-- Two-electron moments factorise. -/
theorem moment_prod (m n : ℕ) (hα : 0 < α) (hβ : 0 < β) :
    IntegratesTo (fun p => p.1 ^ m * exp (-(α * p.1)) * (p.2 ^ n * exp (-(β * p.2))))
      (m.factorial / α ^ (m + 1) * (n.factorial / β ^ (n + 1))) := by
  have e : volume.restrict quadrant = (volume.restrict (Ioi (0 : ℝ))).prod
      (volume.restrict (Ioi (0 : ℝ))) := (Measure.prod_restrict _ _).symm
  unfold IntegratesTo IntegrableOn
  rw [e]
  exact ⟨Integrable.mul_prod (moment m hα).1 (moment n hβ).1,
    (integral_prod_mul (fun r : ℝ => r ^ m * exp (-(α * r)))
      (fun s : ℝ => s ^ n * exp (-(β * s)))).trans
      (congrArg₂ (· * ·) (moment m hα).2 (moment n hβ).2)⟩
```

## The repulsion integral

Fix \(r>0\) and \(\beta>0\). The ratio \(s^2/\max(r,s)\) equals \(s\) for \(s>r\) and \(s^2/r\) for \(s\le r\), so the potential of the cloud \(s^2e^{-\beta s}\) is
\[
V(r)=\int_0^\infty\frac{s^2e^{-\beta s}}{\max(r,s)}ds=\int_0^\infty se^{-\beta s}ds+\int_0^r\Big(\frac{s^2}r-s\Big)e^{-\beta s}ds .
\]
The first term is \(1/\beta^2\). The second integrand has the antiderivative
\[
F(s)=e^{-\beta s}\Big[-\frac{s^2}{\beta r}+\Big(\frac1\beta-\frac2{\beta^2r}\Big)s+\frac1{\beta^2}-\frac2{\beta^3r}\Big],
\]
with \(F(r)=-e^{-\beta r}\big(\frac1{\beta^2}+\frac2{\beta^3r}\big)\) and \(F(0)=\frac1{\beta^2}-\frac2{\beta^3r}\). Adding,
\[
V(r)=\frac2{\beta^3r}-e^{-\beta r}\Big(\frac1{\beta^2}+\frac2{\beta^3r}\Big).
\]
In `shell`, `hsplit` is the splitting, written with an indicator of \((0,r]\), and `hF` differentiates \(F\).

```lean
/-- Potential at radius `r` of the radial cloud `s² exp (-β s)` with kernel `1 / max r s`. -/
theorem shell {r : ℝ} (hβ : 0 < β) (hr : 0 < r) :
    ∫ s in Ioi (0 : ℝ), s ^ 2 / max r s * exp (-(β * s))
      = 2 / (β ^ 3 * r) - exp (-(β * r)) * (1 / β ^ 2 + 2 / (β ^ 3 * r)) := by
  have hc : Continuous fun s : ℝ => (s ^ 2 / r - s) * exp (-(β * s)) := by fun_prop
  -- outer-shell formula everywhere, plus a correction for `s ≤ r`
  have hsplit : ∀ s ∈ Ioi (0 : ℝ), s ^ 2 / max r s * exp (-(β * s)) = s ^ 1 * exp (-(β * s))
      + (Ioc 0 r).indicator (fun s : ℝ => (s ^ 2 / r - s) * exp (-(β * s))) s := by
    intro s hs
    have hs' : 0 < s := hs
    by_cases h : s ≤ r
    · rw [max_eq_left h, indicator_of_mem (show s ∈ Ioc 0 r from ⟨hs', h⟩)]
      ring
    · rw [max_eq_right (not_le.mp h).le,
        indicator_of_notMem (show s ∉ Ioc 0 r from fun k => h k.2)]
      field_simp
      try ring
  have hi : Integrable ((Ioc 0 r).indicator fun s : ℝ => (s ^ 2 / r - s) * exp (-(β * s)))
      (volume.restrict (Ioi 0)) :=
    (hc.integrableOn_Ioc.integrable_indicator measurableSet_Ioc).integrableOn
  have hF : ∀ s : ℝ, HasDerivAt (fun s => exp (-(β * s)) * (-1 / (β * r) * (s * s)
      + (1 / β - 2 / (β ^ 2 * r)) * s + (1 / β ^ 2 - 2 / (β ^ 3 * r))))
      ((s ^ 2 / r - s) * exp (-(β * s))) s := fun s => by
    have i := hasDerivAt_id' s
    have h2 := (((i.fun_mul i).const_mul (-1 / (β * r))).fun_add
      (i.const_mul (1 / β - 2 / (β ^ 2 * r)))).add_const (1 / β ^ 2 - 2 / (β ^ 3 * r))
    exact ((i.const_mul β).fun_neg.exp.fun_mul h2).congr_deriv (by field_simp; ring)
  have hs : Ioi (0 : ℝ) ∩ Ioc 0 r = Ioc 0 r := inter_eq_right.mpr Ioc_subset_Ioi_self
  rw [setIntegral_congr_fun measurableSet_Ioi hsplit, integral_add (moment 1 hβ).1 hi,
    (moment 1 hβ).2, setIntegral_indicator measurableSet_Ioc, hs,
    ← intervalIntegral.integral_of_le hr.le,
    intervalIntegral.integral_eq_sub_of_hasDerivAt (fun s _ => hF s) (hc.intervalIntegrable _ _)]
  simp only [mul_zero, neg_zero, exp_zero, Nat.factorial_one, Nat.cast_one]
  field_simp
  ring
```

The bound \(1/\max(r,s)\le 1/s\) dominates the two-electron integrand by \(r^2e^{-\alpha r}\,s\,e^{-\beta s}\), which is integrable (`hi`). Fubini's theorem then allows the \(s\) integral first (`hin`), and three moments remain:
\[
J(\alpha,\beta)=\int_0^\infty r^2e^{-\alpha r}V(r)\,dr=\frac2{\alpha^2\beta^3}-\frac2{\beta^2(\alpha+\beta)^3}-\frac2{\beta^3(\alpha+\beta)^2}=\frac{2(\alpha^2+3\alpha\beta+\beta^2)}{\alpha^2\beta^2(\alpha+\beta)^3}.
\]

```lean
/-- Repulsion integral of the clouds `r² exp (-α r)` and `s² exp (-β s)`. -/
theorem repulsion (hα : 0 < α) (hβ : 0 < β) :
    IntegratesTo (fun p => p.1 ^ 2 * p.2 ^ 2 / max p.1 p.2 * exp (-(α * p.1)) * exp (-(β * p.2)))
      (2 * (α ^ 2 + 3 * α * β + β ^ 2) / (α ^ 2 * β ^ 2 * (α + β) ^ 3)) := by
  have e : volume.restrict quadrant = (volume.restrict (Ioi (0 : ℝ))).prod
      (volume.restrict (Ioi (0 : ℝ))) := (Measure.prod_restrict _ _).symm
  -- domination through `1 / max r s ≤ 1 / s`
  have hi : Integrable (fun p : ℝ × ℝ => p.1 ^ 2 * p.2 ^ 2 / max p.1 p.2 * exp (-(α * p.1))
      * exp (-(β * p.2))) (volume.restrict quadrant) := by
    refine Integrable.mono' (moment_prod 2 1 hα hβ).1
      (Measurable.aestronglyMeasurable (by fun_prop)) (ae_restrict_of_forall_mem
        (show MeasurableSet quadrant from measurableSet_Ioi.prod measurableSet_Ioi) ?_)
    rintro ⟨r, s⟩ ⟨hr, hs⟩
    have hr' : 0 < r := hr
    have hs' : 0 < s := hs
    have hm : 0 < max r s := lt_max_of_lt_left hr'
    have h : r ^ 2 * s ^ 2 / max r s ≤ r ^ 2 * s := by
      rw [div_le_iff₀ hm, sq s, ← mul_assoc]
      exact mul_le_mul_of_nonneg_left (le_max_right _ _) (by positivity)
    show ‖r ^ 2 * s ^ 2 / max r s * exp (-(α * r)) * exp (-(β * s))‖
      ≤ r ^ 2 * exp (-(α * r)) * (s ^ 1 * exp (-(β * s)))
    rw [Real.norm_of_nonneg (by positivity)]
    calc _ ≤ r ^ 2 * s * exp (-(α * r)) * exp (-(β * s)) := by gcongr
      _ = _ := by ring
  have hin : ∀ r ∈ Ioi (0 : ℝ),
      ∫ s in Ioi (0 : ℝ), r ^ 2 * s ^ 2 / max r s * exp (-(α * r)) * exp (-(β * s))
      = 2 / β ^ 3 * (r ^ 1 * exp (-(α * r))) - (1 / β ^ 2 * (r ^ 2 * exp (-((α + β) * r)))
        + 2 / β ^ 3 * (r ^ 1 * exp (-((α + β) * r)))) := by
    intro r hr
    have hr' : 0 < r := hr
    have h : ∀ s, r ^ 2 * s ^ 2 / max r s * exp (-(α * r)) * exp (-(β * s))
        = r ^ 2 * exp (-(α * r)) * (s ^ 2 / max r s * exp (-(β * s))) := fun s => by ring
    simp only [h]
    rw [integral_const_mul, shell hβ hr', show -((α + β) * r) = -(α * r) + -(β * r) by ring,
      exp_add]
    field_simp
    try ring
  refine ⟨hi, ?_⟩
  rw [e] at hi ⊢
  -- Fubini, then the shell potential against the other cloud
  refine (integral_prod _ hi).trans ((setIntegral_congr_fun measurableSet_Ioi hin).trans ?_)
  have h1 := moment 1 hα
  have h2 := moment 2 (add_pos hα hβ)
  have h3 := moment 1 (add_pos hα hβ)
  have i2 := Integrable.const_mul h2.1 (1 / β ^ 2)
  have i3 := Integrable.const_mul h3.1 (2 / β ^ 3)
  rw [integral_sub (Integrable.const_mul h1.1 (2 / β ^ 3)), integral_add i2 i3,
    integral_const_mul, integral_const_mul, integral_const_mul, h1.2, h2.2, h3.2]
  · simp only [Nat.factorial_one, Nat.factorial_two, Nat.cast_one, Nat.cast_ofNat]
    field_simp
    ring
  · exact i2.add i3
```

## Norm and energy of the trial family

The derivatives are \(\psi_r=-aA-bB\) and \(\psi_s=-bA-aB\) (`dr`, `ds`), so
\[
\psi^2=A^2+B^2+2AB,\qquad \tfrac12(\psi_r^2+\psi_s^2)=\tfrac12(a^2+b^2)(A^2+B^2)+ab\cdot2AB .
\]
The products \(A^2,B^2,AB\) have the form \(e^{-\alpha r-\beta s}\) with \((\alpha,\beta)=(2a,2b),\,(2b,2a),\,(a+b,a+b)\). Each contributes to \(H\) with its own kinetic constant \(k\), and the step `pair` evaluates the general term from three moment products and \(J\):
\[
P(k;\alpha,\beta)=\frac{4k}{\alpha^3\beta^3}-\frac{2Z}{\alpha^2\beta^3}-\frac{2Z}{\alpha^3\beta^2}+J(\alpha,\beta)=\frac{4k-2Z(\alpha+\beta)}{\alpha^3\beta^3}+J(\alpha,\beta).
\]
Since \(P\) is symmetric in \(\alpha,\beta\), the sum with weights \(1,1,2\) is \(H=2P(\frac{a^2+b^2}2;2a,2b)+2P(ab;a+b,a+b)\), and likewise \(N=2\cdot\frac4{(2a)^3(2b)^3}+2\cdot\frac4{(a+b)^6}\). Hence, for all \(a,b>0\) and every real \(Z\),
\[
N=\frac1{8a^3b^3}+\frac8{(a+b)^6},
\]
\[
H=\frac{a^2+b^2-2Z(a+b)}{16a^3b^3}+\frac{a^2+3ab+b^2}{8a^2b^2(a+b)^3}+\frac{8ab}{(a+b)^6}+\frac{\frac52-8Z}{(a+b)^5}.
\]
The cross term invites a slip: its kinetic constant is \(ab\), not \(\frac12(a^2+b^2)\). The wrong constant raises \(H\) by \(4(a-b)^2/(a+b)^6\), which for the hydride function moves the quotient to about \(-0.454\) and hides the binding.

```lean
/-- Norm and energy integrals of the two-exponent trial function for any charge `Z`. -/
theorem trial_integrals (Z : ℝ) (ha : 0 < a) (hb : 0 < b) :
    IntegratesTo (normDensity (trial a b)) (1 / (8 * a ^ 3 * b ^ 3) + 8 / (a + b) ^ 6) ∧
    IntegratesTo (energyDensity Z (trial a b))
      ((a ^ 2 + b ^ 2 - 2 * Z * (a + b)) / (16 * a ^ 3 * b ^ 3)
        + (a ^ 2 + 3 * a * b + b ^ 2) / (8 * a ^ 2 * b ^ 2 * (a + b) ^ 3)
        + 8 * a * b / (a + b) ^ 6 + (5 / 2 - 8 * Z) / (a + b) ^ 5) := by
  -- one product of exponentials with kinetic constant `k`
  have pair : ∀ (k : ℝ) {α β : ℝ}, 0 < α → 0 < β → IntegratesTo
      (fun p => p.1 ^ 2 * p.2 ^ 2 * (k + (-Z / p.1 - Z / p.2 + 1 / max p.1 p.2))
        * (exp (-(α * p.1)) * exp (-(β * p.2))))
      ((4 * k - 2 * Z * (α + β)) / (α ^ 3 * β ^ 3)
        + 2 * (α ^ 2 + 3 * α * β + β ^ 2) / (α ^ 2 * β ^ 2 * (α + β) ^ 3)) := by
    intro k α β hα hβ
    refine ((((repulsion hα hβ).add_mul (moment_prod 2 2 hα hβ) k).add_mul
      (moment_prod 1 2 hα hβ) (-Z)).add_mul (moment_prod 2 1 hα hβ) (-Z)).congr
      (fun r s hr hs => ?_) ?_
    · have hm : 0 < max r s := lt_max_of_lt_left hr
      dsimp only
      field_simp
      ring
    · simp only [Nat.factorial_one, Nat.factorial_two, Nat.cast_one, Nat.cast_ofNat]
      field_simp
      ring
  have ex : ∀ c d r : ℝ, exp (-((c + d) * r)) = exp (-(c * r)) * exp (-(d * r)) :=
    fun c d r => by rw [← exp_add]; congr 1; ring
  have d : ∀ c r : ℝ, HasDerivAt (orbital c) (-c * orbital c r) r := fun c r =>
    ((hasDerivAt_id' r).const_mul c).fun_neg.exp.congr_deriv (by unfold orbital; ring)
  have dr : ∀ r s, deriv (fun r => trial a b r s) r
      = -a * orbital a r * orbital b s + -b * orbital b r * orbital a s := fun r s =>
    (((d a r).mul_const (orbital b s)).fun_add ((d b r).mul_const (orbital a s))).deriv
  have ds : ∀ r s, deriv (fun s => trial a b r s) s
      = orbital a r * (-b * orbital b s) + orbital b r * (-a * orbital a s) := fun r s =>
    (((d b s).const_mul (orbital a r)).fun_add ((d a s).const_mul (orbital b r))).deriv
  have A := add_pos ha ha
  have B := add_pos hb hb
  have C := add_pos ha hb
  refine ⟨(((moment_prod 2 2 A B).add_mul (moment_prod 2 2 B A) 1).add_mul
      (moment_prod 2 2 C C) 2).congr (fun r s _ _ => ?_) ?_,
    (((pair ((a ^ 2 + b ^ 2) / 2) A B).add_mul (pair ((a ^ 2 + b ^ 2) / 2) B A) 1).add_mul
      (pair (a * b) C C) 2).congr (fun r s _ _ => ?_) ?_⟩
  · simp only [normDensity, trial, orbital, ex]
    ring
  · simp only [Nat.factorial_two, Nat.cast_ofNat]
    rw [← two_mul a, ← two_mul b]
    field_simp
    ring
  · unfold energyDensity
    dsimp only
    rw [dr r s, ds r s]
    simp only [trial, orbital, ex]
    ring
  · rw [← two_mul (a + b), ← two_mul a, ← two_mul b, ← mul_add, ← mul_add, add_comm b a]
    field_simp
    ring
```

## The one-electron reference

For \(\varphi=e^{-ar}\) with \(a>0\) one has \(\varphi'=-a\varphi\) and \(\varphi^2=e^{-2ar}\), so the numerator is \(\frac{a^2}2\frac2{(2a)^3}-\frac Z{(2a)^2}\) (`hn` and two moments) and the denominator is \(\frac2{(2a)^3}=\frac1{4a^3}\). Their ratio is \(\varepsilon_Z=\frac{a^2}2-Za\), equal to \(-\frac12\) for \(Z=a=1\).

```lean
/-- The one-electron energy of `exp (-a r)` is `a²/2 - Z a`. -/
theorem atomEnergy_orbital (Z : ℝ) (ha : 0 < a) :
    atomEnergy Z (orbital a) = a ^ 2 / 2 - Z * a := by
  have d : ∀ r : ℝ, HasDerivAt (orbital a) (-a * orbital a r) r := fun r =>
    ((hasDerivAt_id' r).const_mul a).fun_neg.exp.congr_deriv (by unfold orbital; ring)
  have ex : ∀ r, orbital a r ^ 2 = exp (-(2 * a * r)) :=
    fun r => by rw [orbital, sq, ← exp_add]; congr 1; ring
  have hn : ∀ r ∈ Ioi (0 : ℝ), r ^ 2 * (deriv (orbital a) r ^ 2 / 2 - Z / r * orbital a r ^ 2)
      = a ^ 2 / 2 * (r ^ 2 * exp (-(2 * a * r))) - Z * (r ^ 1 * exp (-(2 * a * r))) := by
    intro r hr
    have hr' : 0 < r := hr
    rw [(d r).deriv, ← ex]
    field_simp
    try ring
  have h1 := moment 1 (mul_pos two_pos ha)
  have h2 := moment 2 (mul_pos two_pos ha)
  unfold atomEnergy
  rw [setIntegral_congr_fun measurableSet_Ioi hn, integral_sub (Integrable.const_mul h2.1 _)
    (Integrable.const_mul h1.1 _), integral_const_mul, integral_const_mul]
  simp only [ex]
  rw [h1.2, h2.2]
  simp only [Nat.factorial_one, Nat.factorial_two, Nat.cast_one, Nat.cast_ofNat]
  field_simp
  try ring
```

## The hydride ion

At \(Z=1\), \(a=1\), \(b=\frac14\), where \(a+b=\frac54\),
\[
N=8+2.097152=10.097152,
\]
\[
H=-5.75+1.856+0.524288-1.80224=-5.171952,
\]
and \(H/N\approx-0.5122\). The theorem `hydride_binds` has no hypotheses. It states that both densities of `hydrideTrial` are integrable on the quadrant, that \(N>0\), that the energy is below \(-0.51\), and that it is below `atomEnergy 1 (orbital 1)`, the quotient of the hydrogen 1s function. The proof identifies `hydrideTrial` with `trial 1 (1 / 4)` by the addition law of the exponential, inserts the closed forms, and leaves three rational inequalities to `norm_num`.

Binding is expressed here as this comparison of two quotients. To conclude that the Hamiltonian of H⁻ has a bound state, one adds the variational principle, the fact that \(-\frac12\) is the lowest energy of hydrogen, and the fact that the continuous spectrum of the ion begins there; the file contains no operators or spectra, so these steps, like the six-dimensional comparison and the minima over \(a\) below, rest on ordinary argument alone.

```lean
/-- For `Z = 1` the hydride trial function has integrable densities, positive norm, and energy
below `-0.51` and below the one-electron energy of `exp (-r)`. -/
theorem hydride_binds :
    IntegrableOn (normDensity hydrideTrial) quadrant ∧
    IntegrableOn (energyDensity 1 hydrideTrial) quadrant ∧
    0 < ∫ p in quadrant, normDensity hydrideTrial p ∧
    energy 1 hydrideTrial < -51 / 100 ∧ energy 1 hydrideTrial < atomEnergy 1 (orbital 1) := by
  have e : hydrideTrial = trial 1 (1 / 4) := by
    funext r s
    unfold hydrideTrial trial orbital
    rw [← exp_add, ← exp_add]
    congr 1 <;> congr 1 <;> ring
  obtain ⟨⟨n1, n2⟩, e1, e2⟩ := trial_integrals 1 one_pos (show (0 : ℝ) < 1 / 4 by norm_num)
  rw [e, atomEnergy_orbital 1 one_pos, energy, n2, e2]
  refine ⟨n1, e1, ?_, ?_, ?_⟩ <;> norm_num
```

## Equal exponents

For \(b=a>0\) the function is \(2e^{-a(r+s)}\), both electrons in one orbital. The closed forms give \(N=\frac1{4a^6}\) and
\[
H=\frac{a-2Z}{8a^5}+\frac5{64a^5}+\frac1{8a^4}+\frac{\frac52-8Z}{32a^5}=\frac1{4a^6}\Big(a^2-2Za+\frac{5a}8\Big),
\]
so \(E_Z=a^2-2Za+\frac58a\) for every \(Z\). For \(Z=1\),
\[
E_1+\tfrac12=\big(a-\tfrac{11}{16}\big)^2+\tfrac7{256}>0,
\]
and this square is the hint passed to `nlinarith`. No member of the one-parameter family reaches the hydrogen value, whereas the function with unequal exponents falls below it. Completing the square for general \(Z>\frac5{16}\) places the minimum \(-(Z-\frac5{16})^2\) at \(a=Z-\frac5{16}\); for helium, \(Z=2\), the best single exponent is \(\frac{27}{16}\) with energy \(-\frac{729}{256}\approx-2.848\) hartree.

```lean
/-- With equal exponents the energy is `a² - 2 Z a + 5 a / 8`, above `-1/2` when `Z = 1`. -/
theorem equal_exponents (ha : 0 < a) :
    (∀ Z, energy Z (trial a a) = a ^ 2 - 2 * Z * a + 5 * a / 8) ∧
    -1 / 2 < energy 1 (trial a a) := by
  have key : ∀ Z, energy Z (trial a a) = a ^ 2 - 2 * Z * a + 5 * a / 8 := fun Z => by
    rw [energy, (trial_integrals Z ha ha).1.2, (trial_integrals Z ha ha).2.2, ← two_mul a,
      div_eq_iff (by positivity)]
    field_simp
    ring
  refine ⟨key, ?_⟩
  rw [key]
  nlinarith [sq_nonneg (a - 11 / 16)]

end

end HydrideVariational
```

```lean
#print axioms HydrideVariational.hydride_binds
-- 'HydrideVariational.hydride_binds' depends on axioms: [propext, Classical.choice, Quot.sound]
#print axioms HydrideVariational.equal_exponents
-- 'HydrideVariational.equal_exponents' depends on axioms: [propext, Classical.choice, Quot.sound]
```
